# Exponentiated occupied-to-virtual single excitations turn a reference determinant into a determinant of dressed orbitals

## Is $e^{T_1}$ acting on a determinant again a single determinant, with order and signs right?

Put one electron in orbital $i$ and allow one virtual orbital $b$. The operator $T_1 = t\,a_b^* a_i$ squares to zero, so its exponential series stops after the linear term, and

$$e^{T_1} a_i^*\,\mathrm{vac} = (1 + t\,a_b^* a_i)\,a_i^*\,\mathrm{vac} = (a_i^* + t\,a_b^*)\,\mathrm{vac}.$$

The electron now sits in a mixed orbital. I know the $n$-electron version under the name of Thouless: every occupied creator picks up its own virtual admixture, and the state stays a single determinant. I would like to see this derived from the anticommutation relations alone, and checked by machine. Can that be done without assuming that $T_1$ is nilpotent?

## Yes: the excitations commute, and each one dresses a single orbital

Let $a_p$ and $a_p^*$ obey the canonical anticommutation relations, and let every $a_p$ kill $\mathrm{vac}$. Take a list of distinct occupied orbitals and a finite set of virtual orbitals disjoint from it. With complex amplitudes $t_{bi}$, define

$$P_i = \sum_{b\ \mathrm{virtual}} t_{bi}\,a_b^*,\qquad X_i = P_i a_i,\qquad d_i = a_i^* + P_i,\qquad T_1 = \sum_{i\ \mathrm{occupied}} X_i .$$

**The exponential factorises.** An occupied $i$ is never virtual, so $a_i$ anticommutes with every $P_j$. The $P$'s anticommute among themselves, and so do the $a$'s. Hence

$$X_iX_j = -P_iP_j\,a_ia_j = -P_jP_i\,a_ja_i = X_jX_i,\qquad X_i^2 = -P_i^2a_i^2 = 0 .$$

With $n$ occupied orbitals, each term of $T_1^{\,n+1}$ repeats some $X_i$ and vanishes. So $T_1$ is nilpotent, and $e^{T_1} = \prod_i (1+X_i)$.

**One orbital is split off.** Let $i$ be the first occupied orbital and $L$ the list of the others. For $j$ in $L$ we have $j\neq i$, so $a_i^*$ anticommutes with both $P_j$ and $a_j$, and therefore commutes with $X_j$. Suppose the claim holds for $L$, and write $D_L = \prod_{j\in L} d_j\,\mathrm{vac}$. Then

$$(1+X_i)\prod_{j\in L}(1+X_j)\;a_i^*\prod_{j\in L}a_j^*\,\mathrm{vac} = (1+X_i)\,a_i^*\,D_L .$$

**Orbital $i$ is empty in $D_L$.** The operator $a_i$ anticommutes with each $d_j$ for $j$ in $L$. It can be moved right until it meets the vacuum, which gives $a_iD_L=0$. Therefore

$$(1+X_i)\,a_i^*D_L = a_i^*D_L + P_i(1-a_i^*a_i)D_L = d_i D_L .$$

For the empty list both sides are $\mathrm{vac}$, so induction gives

$$e^{T_1}a_{i_1}^*\cdots a_{i_n}^*\,\mathrm{vac} = d_{i_1}\cdots d_{i_n}\,\mathrm{vac}.$$

The $d$'s are combinations of creators, so they anticommute and square to zero. Applying an occupied $d_j$ once more to this state gives zero: the dressed orbital is already filled.

In Lean 4 with Mathlib:

```lean
import Mathlib

open Matrix

namespace ThoulessTheorem

noncomputable section

/-- The canonical anticommutation relations for annihilators `a p` and creators `c p`. -/
structure CAR {ι A : Type*} [DecidableEq ι] [Ring A] (a c : ι → A) : Prop where
  ann : ∀ p q, a p * a q + a q * a p = 0
  cre : ∀ p q, c p * c q + c q * c p = 0
  mix : ∀ p q, a p * c q + c q * a p = if p = q then 1 else 0

variable {ι V : Type*} [AddCommGroup V] [Module ℂ V]

/-- The virtual admixture `∑_b t_bi a_b*` to the occupied orbital `i`. -/
def particle (c : ι → Module.End ℂ V) (t : ι → ι → ℂ) (virt : Finset ι) (i : ι) :
    Module.End ℂ V := ∑ b ∈ virt, t b i • c b

/-- The creator `a_i* + ∑_b t_bi a_b*` of the dressed orbital `i`. -/
def dressed (c : ι → Module.End ℂ V) (t : ι → ι → ℂ) (virt : Finset ι) (i : ι) :
    Module.End ℂ V := c i + particle c t virt i

/-- The singles cluster operator `T1 = ∑_i ∑_b t_bi a_b* a_i`. -/
def singles (a c : ι → Module.End ℂ V) (t : ι → ι → ℂ) (virt : Finset ι) (occ : List ι) :
    Module.End ℂ V := (occ.map fun i => ∑ b ∈ virt, t b i • (c b * a i)).sum

variable {a c : ι → Module.End ℂ V} {t : ι → ι → ℂ} {virt : Finset ι}

/-- An operator that anticommutes with all virtual creators anticommutes with
their linear combinations `∑_b t_bj a_b*`. -/
theorem anticomm_particle {x : Module.End ℂ V}
    (h : ∀ b ∈ virt, x * c b + c b * x = 0) (j : ι) :
    x * particle c t virt j + particle c t virt j * x = 0 := by
  change x * (∑ b ∈ virt, t b j • c b) + (∑ b ∈ virt, t b j • c b) * x = 0
  rw [Finset.mul_sum, Finset.sum_mul, ← Finset.sum_add_distrib]
  apply Finset.sum_eq_zero
  intro b hb
  rw [mul_smul_comm, smul_mul_assoc, ← smul_add, h b hb, smul_zero]

variable [DecidableEq ι]

/-- The virtual admixtures of any two orbitals anticommute. -/
theorem particle_anticomm (h : CAR a c) (i j : ι) :
    particle c t virt i * particle c t virt j
      + particle c t virt j * particle c t virt i = 0 := by
  apply anticomm_particle
  intro b _
  rw [add_comm]
  exact anticomm_particle (fun d _ => h.cre b d) i

/-- For non-virtual orbitals `i` and `j`, the excitations `(∑_b t_bi a_b*) a_i` and `(∑_b t_bj a_b*)
a_j` commute, and the first squares to zero. -/
theorem excitation_algebra (h : CAR a c) {i j : ι} (hi : i ∉ virt) (hj : j ∉ virt) :
    Commute (particle c t virt i * a i) (particle c t virt j * a j) ∧
      (particle c t virt i * a i) * (particle c t virt i * a i) = 0 := by
  have key : ∀ k, k ∉ virt → ∀ l,
      a k * particle c t virt l + particle c t virt l * a k = 0 := by
    intro k hk l
    apply anticomm_particle
    intro b hb
    rw [h.mix, if_neg (fun e : k = b => hk (e ▸ hb))]
  have hs : a i * a i = 0 := by
    calc a i * a i = (1 / 2 : ℂ) • (a i * a i + a i * a i) := by module
      _ = 0 := by rw [h.ann, smul_zero]
  have h1 := key i hi j
  have h2 := key j hj i
  have h3 := key i hi i
  have hP := particle_anticomm (t := t) (virt := virt) h i j
  have ha := h.ann i j
  generalize particle c t virt i = P at *
  generalize particle c t virt j = Q at *
  constructor
  · apply sub_eq_zero.mp
    calc P * a i * (Q * a j) - Q * a j * (P * a i)
        = P * (a i * Q + Q * a i) * a j - (P * Q + Q * P) * (a i * a j)
          + Q * P * (a i * a j + a j * a i) - Q * (a j * P + P * a j) * a i := by
          noncomm_ring
      _ = 0 := by rw [h1, h2, hP, ha]; simp
  · calc P * a i * (P * a i)
        = P * (a i * P + P * a i) * a i - P * P * (a i * a i) := by noncomm_ring
      _ = 0 := by rw [h3, hs]; simp

/-- If orbital `i` is empty in `ψ`, then `1 + (∑_b t_bi a_b*) a_i` maps `a_i* ψ` to `(a_i* + ∑_b
t_bi a_b*) ψ`. -/
theorem excite_filled (h : CAR a c) (i : ι) {ψ : V} (hψ : a i ψ = 0) :
    (1 + particle c t virt i * a i) (c i ψ) = dressed c t virt i ψ := by
  have m := LinearMap.congr_fun (h.mix i i) ψ
  rw [if_pos rfl] at m
  simp only [LinearMap.add_apply, Module.End.mul_apply, Module.End.one_apply, hψ,
    map_zero, add_zero] at m
  simp only [dressed, LinearMap.add_apply, Module.End.mul_apply, Module.End.one_apply, m]

/-- A product of dressed creators on the vacuum leaves empty every non-virtual orbital
that is not in its list. -/
theorem ann_dressed (h : CAR a c) {vac : V} (hvac : ∀ p, a p vac = 0) {i : ι}
    (hi : i ∉ virt) (L : List ι) (hL : i ∉ L) :
    a i ((L.map (dressed c t virt)).prod vac) = 0 := by
  induction L with
  | nil => simpa using hvac i
  | cons j L ih =>
    have hij : i ≠ j := fun e => hL (by simp [e])
    have ih' := ih (fun e => hL (List.mem_cons_of_mem _ e))
    have hp : a i * particle c t virt j + particle c t virt j * a i = 0 := by
      apply anticomm_particle
      intro b hb
      rw [h.mix, if_neg (fun e : i = b => hi (e ▸ hb))]
    have hm := h.mix i j
    rw [if_neg hij] at hm
    have hd : a i * dressed c t virt j + dressed c t virt j * a i = 0 := by
      unfold dressed
      rw [mul_add, add_mul, add_add_add_comm, hm, hp, add_zero]
    have e := LinearMap.congr_fun hd ((L.map (dressed c t virt)).prod vac)
    simp only [LinearMap.add_apply, Module.End.mul_apply, LinearMap.zero_apply, ih',
      map_zero, add_zero] at e
    simpa only [List.map_cons, List.prod_cons, Module.End.mul_apply] using e

variable [Module ℚ V]

/-- The singles operator is nilpotent, and its exponential is the product over occupied
orbitals of `1 + ∑_b t_bi a_b* a_i`. -/
theorem exp_singles (h : CAR a c) (occ : List ι) (hd : ∀ i ∈ occ, i ∉ virt) :
    IsNilpotent (singles a c t virt occ) ∧
      IsNilpotent.exp (singles a c t virt occ)
        = (occ.map fun i => 1 + particle c t virt i * a i).prod := by
  induction occ with
  | nil =>
    have h0 : singles a c t virt [] ^ 1 = 0 := by simp [singles]
    refine ⟨⟨1, h0⟩, ?_⟩
    rw [IsNilpotent.exp_eq_sum h0]
    simp
  | cons i L ih =>
    obtain ⟨hn, he⟩ := ih (fun j hj => hd j (List.mem_cons_of_mem _ hj))
    have hi : i ∉ virt := hd i (by simp)
    have hcons : singles a c t virt (i :: L)
        = particle c t virt i * a i + singles a c t virt L := by
      simp only [singles, particle, List.map_cons, List.sum_cons, Finset.sum_mul,
        smul_mul_assoc]
    have hcomm : Commute (particle c t virt i * a i) (singles a c t virt L) := by
      unfold singles
      apply Commute.list_sum_right
      intro y hy
      obtain ⟨j, hj, rfl⟩ := List.mem_map.mp hy
      have e := (excitation_algebra (t := t) h hi (hd j (List.mem_cons_of_mem _ hj))).1
      simpa only [particle, Finset.sum_mul, smul_mul_assoc] using e
    have h2 : (particle c t virt i * a i) ^ 2 = 0 := by
      rw [pow_two]
      exact (excitation_algebra h hi hi).2
    -- the exponential series of one excitation stops after the linear term
    have hx : IsNilpotent.exp (particle c t virt i * a i)
        = 1 + particle c t virt i * a i := by
      rw [IsNilpotent.exp_eq_sum h2]
      simp [Finset.sum_range_succ]
    rw [hcons]
    refine ⟨hcomm.isNilpotent_add ⟨2, h2⟩ hn, ?_⟩
    rw [IsNilpotent.exp_add_of_commute hcomm ⟨2, h2⟩ hn, he, hx, List.map_cons,
      List.prod_cons]

/-- `exp(T1)` applied to the determinant `a_1* ... a_n* vac` is the determinant built in the same
order from the creators `a_i* + ∑_b t_bi a_b*`. -/
theorem thouless (h : CAR a c) {vac : V} (hvac : ∀ p, a p vac = 0) (occ : List ι)
    (hnd : occ.Nodup) (hd : ∀ i ∈ occ, i ∉ virt) :
    IsNilpotent.exp (singles a c t virt occ) ((occ.map c).prod vac)
      = (occ.map (dressed c t virt)).prod vac := by
  rw [(exp_singles h occ hd).2]
  induction occ with
  | nil => simp
  | cons i L ih =>
    obtain ⟨hiL, hL⟩ := List.nodup_cons.mp hnd
    -- the creator of orbital i passes through the excitations of the other orbitals
    have hc : Commute (c i) (L.map fun j => 1 + particle c t virt j * a j).prod := by
      apply Commute.list_prod_right
      intro y hy
      obtain ⟨j, hj, rfl⟩ := List.mem_map.mp hy
      have hm := h.mix j i
      rw [if_neg (fun e : j = i => hiL (e ▸ hj))] at hm
      have hp := anticomm_particle (t := t) (virt := virt) (fun b _ => h.cre i b) j
      apply (Commute.one_right _).add_right
      apply sub_eq_zero.mp
      calc c i * (particle c t virt j * a j) - particle c t virt j * a j * c i
          = (c i * particle c t virt j + particle c t virt j * c i) * a j
            - particle c t virt j * (a j * c i + c i * a j) := by noncomm_ring
        _ = 0 := by rw [hp, hm]; simp
    have e := LinearMap.congr_fun hc.eq ((L.map c).prod vac)
    simp only [Module.End.mul_apply] at e
    simp only [List.map_cons, List.prod_cons, Module.End.mul_apply]
    rw [← e, ih hL (fun j hj => hd j (List.mem_cons_of_mem _ hj))]
    exact excite_filled h i (ann_dressed h hvac (hd i (by simp)) L hiL)

/-- Creating a further electron in a dressed occupied orbital of `exp(T1) a_1* ... a_n* vac`
gives zero. -/
theorem thouless_filled (h : CAR a c) {vac : V} (hvac : ∀ p, a p vac = 0) (occ : List ι)
    (hnd : occ.Nodup) (hd : ∀ i ∈ occ, i ∉ virt) {j : ι} (hj : j ∈ occ) :
    dressed c t virt j
      (IsNilpotent.exp (singles a c t virt occ) ((occ.map c).prod vac)) = 0 := by
  rw [thouless h hvac occ hnd hd]
  clear hnd hd
  have anti : ∀ k l, dressed c t virt k * dressed c t virt l
      + dressed c t virt l * dressed c t virt k = 0 := by
    intro k l
    have h1 := anticomm_particle (t := t) (virt := virt) (fun b _ => h.cre k b) l
    have h2 := anticomm_particle (t := t) (virt := virt) (fun b _ => h.cre l b) k
    have h3 := particle_anticomm (t := t) (virt := virt) h k l
    have h4 := h.cre k l
    unfold dressed
    generalize particle c t virt k = P at *
    generalize particle c t virt l = Q at *
    calc (c k + P) * (c l + Q) + (c l + Q) * (c k + P)
        = (c k * c l + c l * c k) + (c k * Q + Q * c k) + (c l * P + P * c l)
          + (P * Q + Q * P) := by noncomm_ring
      _ = 0 := by rw [h1, h2, h3, h4]; simp
  induction occ with
  | nil => simp at hj
  | cons i L ih =>
    simp only [List.map_cons, List.prod_cons, Module.End.mul_apply]
    have e := LinearMap.congr_fun (anti j i) ((L.map (dressed c t virt)).prod vac)
    simp only [LinearMap.add_apply, Module.End.mul_apply, LinearMap.zero_apply] at e
    rcases List.mem_cons.mp hj with hji | hjL
    · subst hji
      -- Pauli principle: twice the vector vanishes
      generalize dressed c t virt j (dressed c t virt j _) = v at *
      calc v = (1 / 2 : ℂ) • (v + v) := by module
        _ = 0 := by rw [e, smul_zero]
    · rw [ih hjL, map_zero, add_zero] at e
      exact e

/-- Jordan–Wigner annihilation matrices of two fermionic modes. -/
def jw : Fin 2 → Matrix (Fin 4) (Fin 4) ℂ :=
  ![!![0, 0, 1, 0; 0, 0, 0, 1; 0, 0, 0, 0; 0, 0, 0, 0],
    !![0, 1, 0, 0; 0, 0, 0, 0; 0, 0, 0, -1; 0, 0, 0, 0]]

/-- The Jordan–Wigner matrices and their transposes obey the anticommutation relations, and
the nonzero vector `(1, 0, 0, 0)` is killed by both annihilators. -/
theorem thouless_witness :
    CAR (fun p => Matrix.toLinAlgEquiv' (jw p)) (fun p => Matrix.toLinAlgEquiv' (jw p)ᵀ) ∧
      (∀ p, Matrix.toLinAlgEquiv' (jw p) ![1, 0, 0, 0] = 0) ∧
      (![1, 0, 0, 0] : Fin 4 → ℂ) ≠ 0 := by
  have h1 : ∀ p q, jw p * jw q + jw q * jw p = 0 := by
    intro p q
    ext i j
    fin_cases p <;> fin_cases q <;> fin_cases i <;> fin_cases j <;>
      simp [jw]
  have h2 : ∀ p q, (jw p)ᵀ * (jw q)ᵀ + (jw q)ᵀ * (jw p)ᵀ = 0 := by
    intro p q
    rw [← Matrix.transpose_mul, ← Matrix.transpose_mul, ← Matrix.transpose_add, h1,
      Matrix.transpose_zero]
  have h3 : ∀ p q, jw p * (jw q)ᵀ + (jw q)ᵀ * jw p = if p = q then 1 else 0 := by
    intro p q
    ext i j
    simp only [Matrix.add_apply, Matrix.mul_apply, Matrix.transpose_apply,
      Fin.sum_univ_four]
    fin_cases p <;> fin_cases q <;> fin_cases i <;> fin_cases j <;> simp [jw]
  refine ⟨⟨fun p q => ?_, fun p q => ?_, fun p q => ?_⟩, fun p => ?_, fun h => ?_⟩
  · simpa only [map_add, map_mul, map_zero] using congrArg Matrix.toLinAlgEquiv' (h1 p q)
  · simpa only [map_add, map_mul, map_zero] using congrArg Matrix.toLinAlgEquiv' (h2 p q)
  · have e := congrArg Matrix.toLinAlgEquiv' (h3 p q)
    split_ifs at e ⊢ with hpq <;>
      simpa only [map_add, map_mul, map_one, map_zero] using e
  · rw [Matrix.toLinAlgEquiv'_apply]
    ext i
    fin_cases p <;> fin_cases i <;>
      simp [jw, Matrix.mulVec, dotProduct, Fin.sum_univ_succ]
  · simpa using congrFun h 0

end

end ThoulessTheorem
```

```lean
#print axioms ThoulessTheorem.exp_singles
-- 'ThoulessTheorem.exp_singles' depends on axioms: [propext, Classical.choice, Quot.sound]
#print axioms ThoulessTheorem.thouless_filled
-- 'ThoulessTheorem.thouless_filled' depends on axioms: [propext, Classical.choice, Quot.sound]
```

### What `thouless` says about orbitals and amplitudes

Operators are linear maps on a complex vector space `V`, that is, elements of `Module.End ℂ V`. The families `a` and `c` are annihilators and creators, and `CAR a c` collects their three anticommutation relations. No inner product is present, so `c p` need not be the adjoint of `a p`. The label type `ι` may be infinite, and so may the dimension of `V`.

The amplitude `t b i` has the virtual index first. `particle`, `dressed` and `singles` are $P_i$, $d_i$ and $T_1$. The occupied orbitals form a list `occ`, because the order of creators fixes the sign of a determinant; the rightmost creator acts first. `hnd` says that no orbital is listed twice, `hd` that no occupied orbital is virtual, and `hvac` that the vacuum contains no electrons. Orbitals belonging to neither group are allowed.

`thouless_filled` is the statement about refilling a dressed orbital. `thouless_witness` gives explicit $4\times4$ matrices for two modes, with a nonzero vacuum, so the algebra has a concrete fermionic model.

The resulting state is in general not normalised. For orthonormal orbitals and a normalised vacuum, one divides it by $\sqrt{\det(1+t^\dagger t)}$, where $t$ is the virtual-by-occupied amplitude matrix; for one electron this is $\sqrt{1+\sum_b|t_{bi}|^2}$.

The theorem runs from amplitudes to determinant. The converse, which is often what is meant by Thouless's theorem, starts from a given determinant that overlaps with the reference and finds amplitudes that produce it up to a constant factor. It needs a separate argument and is not proved here. For coupled-cluster theory, the result means that singles alone, acting on one reference determinant with finitely many virtual orbitals, can change the orbitals but do not leave the single-determinant form.

### How the lemmas follow the derivation

`anticomm_particle` extends anticommutation from single virtual creators to their linear combinations, and `particle_anticomm` applies it twice. `excitation_algebra` proves $X_iX_j=X_jX_i$ and $X_i^2=0$. Its last two `calc` blocks rewrite each expression as a sum of terms containing an anticommutator or $a_i^2$; `noncomm_ring` checks the rearrangement, and the known relations make every term vanish.

`exp_singles` proves nilpotency and the product formula together, by induction on the occupied list. `ann_dressed` is $a_iD_L=0$, and `excite_filled` is the last displayed step of the induction, for any state in which orbital $i$ is empty. In `thouless`, the fact `hc` moves $a_i^*$ through the other excitations, the induction hypothesis replaces the rest by $D_L$, and these two lemmas finish. `thouless_filled` moves $d_j$ to its own copy in the product, where the Pauli principle gives zero.

### The exponential as a finite sum

The proof turns on `IsNilpotent.exp`, Mathlib's exponential for nilpotent elements. It is a finite sum of powers divided by factorials, so `V` needs neither a norm nor a notion of convergence; the rational module structure only supplies the factors $1/k!$. `IsNilpotent.exp_eq_sum` lets the sum stop at any exponent whose power vanishes, which gives $e^{X_i}=1+X_i$. `IsNilpotent.exp_add_of_commute` then gives $e^{A+B}=e^Ae^B$ for commuting nilpotent $A$ and $B$, and each induction step uses it once, with $A=X_i$ and $B$ the sum of the remaining excitations.

### When an occupied orbital is also virtual

Let $i$ be the only occupied orbital and also the only virtual one, with $t_{ii}=1$. Then $T_1=a_i^*a_i$ is the number operator, which is not nilpotent. The ordinary exponential gives $e\,a_i^*\,\mathrm{vac}$, while the dressed creator gives $2\,a_i^*\,\mathrm{vac}$. The identity fails for `IsNilpotent.exp` too, since it returns zero on an element that is not nilpotent.
